# The integral of r/(r² + m²)^(3/2) over r > 0 equals 1/|m| for nonzero real m

For a nonzero real number m, `radial_integral` says that r/(r² + m²)^(3/2), integrated over all positive r with the plain measure dr, gives 1/|m|. The statement is pure calculus: it gives m no physical meaning and involves no wavefunction or Hamiltonian. The attempt takes −1/√(r² + m²) as an antiderivative, shows that it tends to 0 as r grows, and uses the fundamental theorem of calculus on the half-line for a nonnegative integrand. To match the derivative with the integrand, it must write the power 3/2 of r² + m² as the cube of a square root.

The failing Lean file:

```lean
import Mathlib

open MeasureTheory Filter Topology Matrix Real

namespace RadialIntegral

noncomputable section

/-- The power `3/2` of a nonnegative number is the cube of its square root. -/
theorem rpow_three_halves {q : ℝ} (hq : 0 ≤ q) : q ^ (3 / 2 : ℝ) = √q ^ 3 := by
  rw [Real.sqrt_eq_rpow, ← Real.rpow_natCast, ← Real.rpow_mul hq]
  norm_num

/-- The radial integral of `r / (r² + m²)^(3/2)` over `r > 0` is `1 / |m|` for `m ≠ 0`. -/
theorem radial_integral {m : ℝ} (hm : m ≠ 0) :
    ∫ r in Set.Ioi (0 : ℝ), r / (r ^ 2 + m ^ 2) ^ (3 / 2 : ℝ) = 1 / |m| := by
  have hd : ∀ r ∈ Set.Ici (0 : ℝ), HasDerivAt (fun s : ℝ => -(√(s ^ 2 + m ^ 2))⁻¹)
      (r / (r ^ 2 + m ^ 2) ^ (3 / 2 : ℝ)) r := by
    intro r _
    have hpos : 0 < r ^ 2 + m ^ 2 := by positivity
    have h1 : HasDerivAt (fun s : ℝ => s ^ 2 + m ^ 2) (2 * r) r :=
      ((hasDerivAt_pow 2 r).add_const (m ^ 2)).congr_deriv (by norm_num)
    have h2 : HasDerivAt (fun s : ℝ => -(√(s ^ 2 + m ^ 2))⁻¹)
        (-(-(2 * r / (2 * √(r ^ 2 + m ^ 2))) / √(r ^ 2 + m ^ 2) ^ 2)) r :=
      ((h1.sqrt hpos.ne').inv (Real.sqrt_pos.2 hpos).ne').neg
    have hr : (r ^ 2 + m ^ 2) ^ (3 / 2 : ℝ) = √(r ^ 2 + m ^ 2) ^ 3 := by
      rw [Real.sqrt_eq_rpow, ← Real.rpow_natCast, ← Real.rpow_mul hpos.le]
      norm_num
    refine h2.congr_deriv ?_
    rw [hr]
    ring
  have h3 : Tendsto (fun r : ℝ => √(r ^ 2 + m ^ 2)) atTop atTop :=
    tendsto_atTop_mono (fun r => (le_abs_self r).trans
      (Real.abs_le_sqrt (by nlinarith [sq_nonneg m]))) tendsto_id
  have h4 : Tendsto (fun r : ℝ => -(√(r ^ 2 + m ^ 2))⁻¹) atTop (𝓝 (-0)) :=
    (tendsto_inv_atTop_zero.comp h3).neg
  rw [integral_Ioi_of_hasDerivAt_of_nonneg' hd
    (fun r hr => div_nonneg (le_of_lt hr) (by positivity)) h4]
  simp [Real.sqrt_sq_eq_abs]

end

end RadialIntegral
```

Compiling this gives:

```
Main.lean:27:50: error: Tactic `rewrite` failed: Did not find an occurrence of the pattern
  ((r ^ 2 + m ^ 2) ^ ?y) ^ ?z
in the target expression
  (r ^ ↑2 + m ^ 2) ^ (3 / 2) = ((r ^ ↑2 + m ^ 2) ^ (1 / 2)) ^ 3

m : ℝ
hm : m ≠ 0
r : ℝ
a✝ : r ∈ Set.Ici 0
hpos : 0 < r ^ 2 + m ^ 2
h1 : HasDerivAt (fun s => s ^ 2 + m ^ 2) (2 * r) r
h2 : HasDerivAt (fun s => -(√(s ^ 2 + m ^ 2))⁻¹) (-(-(2 * r / (2 * √(r ^ 2 + m ^ 2))) / √(r ^ 2 + m ^ 2) ^ 2)) r
⊢ (r ^ ↑2 + m ^ 2) ^ (3 / 2) = ((r ^ ↑2 + m ^ 2) ^ (1 / 2)) ^ 3
```

Cause. The error is in the proof of `hr`, which states that identity for r² + m². The step `← Real.rpow_natCast` turns a natural-number power into a real one, and was meant for the outer cube. With no arguments given, it can match any natural power, and it took `r ^ 2` instead: the message shows `r ^ ↑2` in the target, with the cube unchanged. `← Real.rpow_mul hpos.le` then looks for two nested real powers over the base `r ^ 2 + m ^ 2`. It finds none, since the outer exponent is still a natural number and the base has been altered too.

The repair deletes `hr` and rewrites with `rpow_three_halves hpos.le`, a lemma already in the file. That lemma is proved by the same rewrites, but for a variable `q`, where the cube is the only natural power, so the rewrite can't go astray. Applied to r² + m², it gives the identity `hr` was meant to supply, and `ring` finishes the derivative calculation.

Fix (accepted with no message):

```diff
@@ -24,9 +24,6 @@
         (-(-(2 * r / (2 * √(r ^ 2 + m ^ 2))) / √(r ^ 2 + m ^ 2) ^ 2)) r :=
       ((h1.sqrt hpos.ne').inv (Real.sqrt_pos.2 hpos).ne').neg
-    have hr : (r ^ 2 + m ^ 2) ^ (3 / 2 : ℝ) = √(r ^ 2 + m ^ 2) ^ 3 := by
-      rw [Real.sqrt_eq_rpow, ← Real.rpow_natCast, ← Real.rpow_mul hpos.le]
-      norm_num
     refine h2.congr_deriv ?_
-    rw [hr]
+    rw [rpow_three_halves hpos.le]
     ring
   have h3 : Tendsto (fun r : ℝ => √(r ^ 2 + m ^ 2)) atTop atTop :=
```
